# Recovering a one-dimensional potential from a nonvanishing product of two solutions and their Wronskian

On $0<x<1$ the functions $u=1$ and $v=x$ both solve $y''=0$, and their product is $x$. The choice $u=v=\sqrt{x}$ has the same product, but $\sqrt{x}$ solves $y''=-y/(4x^2)$. One product thus belongs to two potentials. The Wronskian $uv'-u'v$ tells the pairs apart: it is $1$ for the first and $0$ for the second.

The problems below treat $y''=Qy$ on a bounded open interval $(a,b)$, with $Q$, $u$ and $v$ real. For a single particle in one dimension, $Q=2m(V-E)/\hbar^2$; in a radial channel the centrifugal term is added, so that recovering $Q$ at known $E$ recovers $V$.

```lean
import Mathlib

open Set Filter Topology

namespace DiagonalGreenInversion

noncomputable section
```

`SolvesOn Q y a b` says that at every point of $(a,b)$ both $y$ and $y'$ are differentiable and $y''=Qy$. Continuity of $Q$ is not assumed, and no boundary conditions are imposed.

```lean
/-- The function `y` is twice differentiable on the interval `(a, b)` and satisfies
`y'' = Q y` there. -/
def SolvesOn (Q y : ℝ → ℝ) (a b : ℝ) : Prop :=
  ∀ x ∈ Ioo a b, HasDerivAt y (deriv y x) x ∧ HasDerivAt (deriv y) (Q x * y x) x
```

Write $w=uv'-u'v$ and $G=uv$. In Lean these are `wronskian u v` and `diagonal u v`.

```lean
/-- The Wronskian `u v' - u' v`. -/
def wronskian (u v : ℝ → ℝ) (x : ℝ) : ℝ := u x * deriv v x - deriv u x * v x

/-- The pointwise product `G = u v`. -/
def diagonal (u v : ℝ → ℝ) (x : ℝ) : ℝ := u x * v x
```

If $u$ and $v$ satisfy the left and right boundary conditions and $w\neq0$, the Green function of $-d^2/dx^2+Q$ has the diagonal $g=-G/w$. The code works with the unnormalised $G$.

The next definition combines a function, its first two derivatives and a constant $c$; part (e) shows what it computes. The last one is the exponential $e^{kx}$, used in (h) and (i).

```lean
/-- The potential `(2 G G'' - G'^2 + c^2) / (4 G^2)` built from a function `G` and a
constant `c`. -/
def recovered (G : ℝ → ℝ) (c x : ℝ) : ℝ :=
  (2 * G x * deriv (deriv G) x - deriv G x ^ 2 + c ^ 2) / (4 * G x ^ 2)

/-- The real exponential `exp (k x)`. -/
def expWave (k x : ℝ) : ℝ := Real.exp (k * x)
```

## (a) The Wronskian along the interval

**Task.** Let $u,v$ solve $y''=Qy$. Show that $w(x)=w(y)$ for any two points $x,y$ of $(a,b)$.

**Solution.** Differentiate and insert the equation:
$$w'=u'v'+u(Qv)-(Qu)v-u'v'=0.$$
A function with zero derivative throughout an interval is constant.

In Lean, `h` is this derivative, with `ring` doing the cancellation. The closing step uses that the interval is open and connected.

```lean
variable {Q u v : ℝ → ℝ} {a b : ℝ}

/-- The Wronskian of two solutions for the same potential takes the same value at any two
points of the interval. -/
theorem wronskian_const (hu : SolvesOn Q u a b) (hv : SolvesOn Q v a b)
    {x y : ℝ} (hx : x ∈ Ioo a b) (hy : y ∈ Ioo a b) :
    wronskian u v x = wronskian u v y := by
  -- the potential terms cancel in the derivative of the Wronskian
  have h : ∀ t ∈ Ioo a b, HasDerivAt (wronskian u v) 0 t := by
    intro t ht
    have h1 : HasDerivAt (fun s => u s * deriv v s - deriv u s * v s)
        (deriv u t * deriv v t + u t * (Q t * v t)
          - (Q t * u t * v t + deriv u t * deriv v t)) t :=
      ((hu t ht).1.fun_mul (hv t ht).2).fun_sub ((hu t ht).2.fun_mul (hv t ht).1)
    exact h1.congr_deriv (by ring)
  exact isOpen_Ioo.is_const_of_deriv_eq_zero isPreconnected_Ioo
    (fun t ht => (h t ht).differentiableAt.differentiableWithinAt)
    (fun t ht => (h t ht).deriv) hx hy
```

## (b) The slope of the product

**Task.** Show that $G'=u'v+uv'$ on the interval.

**Solution.** This is the product rule. Lean's `fun_mul` supplies it, and `h.deriv` turns it into a statement about `deriv`.

```lean
/-- The first derivative of the diagonal is `G' = u' v + u v'`. -/
theorem deriv_diagonal (hu : SolvesOn Q u a b) (hv : SolvesOn Q v a b)
    {x : ℝ} (hx : x ∈ Ioo a b) :
    deriv (diagonal u v) x = deriv u x * v x + u x * deriv v x := by
  have h : HasDerivAt (diagonal u v) (deriv u x * v x + u x * deriv v x) x :=
    (hu x hx).1.fun_mul (hv x hx).1
  exact h.deriv
```

## (c) The curvature of the product

**Task.** Show that $G''=2Quv+2u'v'$.

**Solution.** Differentiate (b) and replace $u''$ and $v''$:
$$G''=(Qu)v+u'v'+u'v'+u(Qv)=2Quv+2u'v'.$$

Differentiating (b) requires it to hold near $x$, not only at $x$. The Lean step `e` records this, since the open interval is a neighbourhood of each of its points.

```lean
/-- The second derivative of the diagonal is `G'' = 2 Q u v + 2 u' v'`. -/
theorem deriv_deriv_diagonal (hu : SolvesOn Q u a b) (hv : SolvesOn Q v a b)
    {x : ℝ} (hx : x ∈ Ioo a b) :
    deriv (deriv (diagonal u v)) x
      = 2 * Q x * (u x * v x) + 2 * (deriv u x * deriv v x) := by
  have h : HasDerivAt (fun t => deriv u t * v t + u t * deriv v t)
      ((Q x * u x * v x + deriv u x * deriv v x)
        + (deriv u x * deriv v x + u x * (Q x * v x))) x :=
    ((hu x hx).2.fun_mul (hv x hx).1).fun_add ((hu x hx).1.fun_mul (hv x hx).2)
  have e : deriv (diagonal u v) =ᶠ[𝓝 x] fun t => deriv u t * v t + u t * deriv v t := by
    filter_upwards [isOpen_Ioo.mem_nhds hx] with t ht
    exact deriv_diagonal hu hv ht
  rw [(h.congr_of_eventuallyEq e).deriv]
  ring
```

## (d) Eliminating the separate solutions

**Task.** Show that
$$2GG''-G'^2+w^2=4QG^2,$$
including at zeros of $G$.

**Solution.** From (c), $2GG''=4Qu^2v^2+4uvu'v'$. From (b),
$$w^2-G'^2=(uv'-u'v)^2-(uv'+u'v)^2=-4uvu'v'.$$
Adding the two leaves $4Qu^2v^2=4QG^2$. The proof rewrites with (c) and (b), unfolds the definitions and leaves the algebra to `ring`.

```lean
/-- The diagonal satisfies `2 G G'' - G'^2 + w^2 = 4 Q G^2`, also at points where `G`
vanishes. -/
theorem diagonal_equation (hu : SolvesOn Q u a b) (hv : SolvesOn Q v a b)
    {x : ℝ} (hx : x ∈ Ioo a b) :
    2 * diagonal u v x * deriv (deriv (diagonal u v)) x - deriv (diagonal u v) x ^ 2
      + wronskian u v x ^ 2 = 4 * Q x * diagonal u v x ^ 2 := by
  rw [deriv_deriv_diagonal hu hv hx, deriv_diagonal hu hv hx]
  unfold diagonal wronskian
  ring
```

## (e) The potential

**Task.** Suppose $G$ has no zero on $(a,b)$, and fix a point $x_0$ there. Show that $w(x)=w(x_0)$ throughout and that
$$Q(x)=\frac{2G(x)G''(x)-G'(x)^2+w(x_0)^2}{4G(x)^2}.$$

**Solution.** Part (a) gives the first claim. Divide (d) by $4G^2\neq0$ and replace $w(x)$ by $w(x_0)$ for the second. In Lean, `h4` is the nonzero denominator and `eq_div_iff` performs the division.

```lean
/-- Inversion from the product of two solutions: if `G = u v` has no zero on the interval, the
Wronskian keeps its value `w` at the reference point `x₀`, and the potential is `Q = (2 G G'' - G'^2
+ w^2) / (4 G^2)`. -/
theorem potential_from_diagonal (hu : SolvesOn Q u a b) (hv : SolvesOn Q v a b)
    (hG : ∀ x ∈ Ioo a b, diagonal u v x ≠ 0) {x₀ : ℝ} (hx₀ : x₀ ∈ Ioo a b) :
    ∀ x ∈ Ioo a b, wronskian u v x = wronskian u v x₀ ∧
      Q x = recovered (diagonal u v) (wronskian u v x₀) x := by
  intro x hx
  have hw := wronskian_const hu hv hx hx₀
  refine ⟨hw, ?_⟩
  have h4 : 4 * diagonal u v x ^ 2 ≠ 0 :=
    mul_ne_zero (by norm_num) (pow_ne_zero 2 (hG x hx))
  unfold recovered
  rw [← hw, eq_div_iff h4, diagonal_equation hu hv hx]
  ring
```

For $w\neq0$, dividing numerator and denominator by $w^2$ gives the normalised form $Q=(2gg''-g'^2+1)/(4g^2)$, in which no separate constant remains.

In a radial calculation, $u$ can be obtained by outward integration and $v$ by inward integration at the same energy. A spread of $w$ over the grid reveals numerical error, though a constant $w$ does not exclude it. Comparing the recovered $Q$ with the input $Q$ checks the differential equation, but not the boundary conditions. Noise of size $\varepsilon$ in $G$ can give an error of order $\varepsilon/h^2$ in a second difference with grid spacing $h$. The quotient for $Q$ is undefined at a node of either solution, and the complex outgoing solutions of scattering theory are not covered by these real-valued statements.

## (f) Uniqueness

**Task.** Let $u_1,v_1$ solve the equation with $Q_1$, and $u_2,v_2$ the one with $Q_2$. Suppose that $u_1v_1=u_2v_2$ has no zero on $(a,b)$, and that $w_1^2=w_2^2$ at one point. Show that $Q_1=Q_2$ on $(a,b)$.

**Solution.** Equal products on an open interval have equal first and second derivatives. Both potentials are therefore given by the same right-hand side in (e). Only the square of the Wronskian is needed, because exchanging $u$ and $v$ reverses its sign. The Lean step `e` again carries equality near $x$ over to the derivatives.

```lean
/-- Two potentials agree on the interval if they have solution pairs with the same
nonvanishing diagonal and with the same squared Wronskian at one point. -/
theorem potential_unique {Q₁ Q₂ u₁ v₁ u₂ v₂ : ℝ → ℝ}
    (hu₁ : SolvesOn Q₁ u₁ a b) (hv₁ : SolvesOn Q₁ v₁ a b)
    (hu₂ : SolvesOn Q₂ u₂ a b) (hv₂ : SolvesOn Q₂ v₂ a b)
    (hG : ∀ x ∈ Ioo a b, diagonal u₁ v₁ x ≠ 0)
    (hGG : ∀ x ∈ Ioo a b, diagonal u₁ v₁ x = diagonal u₂ v₂ x)
    {x₀ : ℝ} (hx₀ : x₀ ∈ Ioo a b)
    (hw : wronskian u₁ v₁ x₀ ^ 2 = wronskian u₂ v₂ x₀ ^ 2) :
    ∀ x ∈ Ioo a b, Q₁ x = Q₂ x := by
  intro x hx
  have hG₂ : ∀ t ∈ Ioo a b, diagonal u₂ v₂ t ≠ 0 := fun t ht => hGG t ht ▸ hG t ht
  -- equality near `x` carries over to both derivatives
  have e : diagonal u₁ v₁ =ᶠ[𝓝 x] diagonal u₂ v₂ := by
    filter_upwards [isOpen_Ioo.mem_nhds hx] with t ht
    exact hGG t ht
  rw [(potential_from_diagonal hu₁ hv₁ hG hx₀ x hx).2,
    (potential_from_diagonal hu₂ hv₂ hG₂ hx₀ x hx).2]
  unfold recovered
  rw [hGG x hx, e.deriv_eq, e.deriv.deriv_eq, hw]
```

## (g) A first-order equation for solutions

**Task.** Let $G$ be any twice differentiable function without zeros on $(a,b)$, and $c$ any real constant. Show that each solution of
$$y'=\frac{G'+c}{2G}\,y$$
solves $y''=Qy$ with $Q=(2GG''-G'^2+c^2)/(4G^2)$.

**Solution.** Put $p=(G'+c)/(2G)$. Then $y''=(p'+p^2)y$, and
$$p'+p^2=\frac{G''}{2G}-\frac{(G'+c)G'}{2G^2}+\frac{(G'+c)^2}{4G^2}=\frac{2GG''-G'^2+c^2}{4G^2},$$
since the terms linear in $c$ cancel. In Lean, `h3` is the derivative of $py$, and `field_simp` followed by `ring` checks the fraction. The theorem takes $y$ as given and does not construct it.

```lean
/-- For a twice differentiable `G` without zeros and any constant `c`, each solution of `y' = (G' +
c) y / (2 G)` solves `y'' = Q y` with the potential recovered from `G` and `c`. -/
theorem solves_of_first_order {G y : ℝ → ℝ} {c : ℝ}
    (hG : ∀ x ∈ Ioo a b, G x ≠ 0)
    (hG₁ : ∀ x ∈ Ioo a b, DifferentiableAt ℝ G x)
    (hG₂ : ∀ x ∈ Ioo a b, DifferentiableAt ℝ (deriv G) x)
    (hy : ∀ x ∈ Ioo a b, HasDerivAt y ((deriv G x + c) / (2 * G x) * y x) x) :
    SolvesOn (recovered G c) y a b := by
  intro x hx
  refine ⟨(hy x hx).differentiableAt.hasDerivAt, ?_⟩
  have h0 := hG x hx
  have h1 : HasDerivAt (fun t => deriv G t + c) (deriv (deriv G) x) x :=
    (hG₂ x hx).hasDerivAt.add_const c
  have h2 : HasDerivAt (fun t => 2 * G t) (2 * deriv G x) x :=
    (hG₁ x hx).hasDerivAt.const_mul 2
  -- differentiate the first-order equation once more
  have h3 := (h1.fun_div h2 (mul_ne_zero two_ne_zero h0)).fun_mul (hy x hx)
  have e : deriv y =ᶠ[𝓝 x] fun t => (deriv G t + c) / (2 * G t) * y t := by
    filter_upwards [isOpen_Ioo.mem_nhds hx] with t ht
    exact (hy t ht).deriv
  refine (h3.congr_of_eventuallyEq e).congr_deriv ?_
  unfold recovered
  field_simp
  ring
```

## (h) The derivative of an exponential

**Task.** Show that $(e^{kx})'=k\,e^{kx}$ for real $k$.

**Solution.** Apply the chain rule to $kx$, whose derivative is $k$.

```lean
/-- The derivative of `exp (k x)` is `k exp (k x)`. -/
theorem hasDerivAt_expWave (k x : ℝ) : HasDerivAt (expWave k) (k * expWave k x) x := by
  have h1 : HasDerivAt (fun t : ℝ => k * t) (k * 1) x := (hasDerivAt_id' x).const_mul k
  have h2 : HasDerivAt (fun t : ℝ => Real.exp (k * t)) (Real.exp (k * x) * (k * 1)) x := h1.exp
  exact h2.congr_deriv (by unfold expWave; ring)
```

## (i) One product, many constant potentials

**Task.** Show that $u=e^{kx}$ and $v=e^{-kx}$ solve $y''=k^2y$, with $G=1$ and $w=-2k$ everywhere.

**Solution.** Differentiating twice gives the factor $(\pm k)^2=k^2$. The exponents cancel in $uv=1$, and
$$w=e^{kx}(-k)e^{-kx}-k\,e^{kx}e^{-kx}=-2k.$$
The values $k=1$ and $k=2$ share $G=1$ but have potentials $1$ and $4$, so the unnormalised product alone does not fix $Q$. For $k>0$ the normalised diagonal is $g=1/(2k)$, which does distinguish them.

The Lean proof treats both exponentials at once through `sol`, which accepts any `q` with `q ^ 2 = k ^ 2`.

```lean
/-- For every `k`, the exponentials `exp (k x)` and `exp (-k x)` solve `y'' = k^2 y`, their
diagonal is `1` everywhere, and their Wronskian is `-2 k`. -/
theorem constant_diagonal_witness (k a b : ℝ) :
    SolvesOn (fun _ => k ^ 2) (expWave k) a b ∧
    SolvesOn (fun _ => k ^ 2) (expWave (-k)) a b ∧
    ∀ x, diagonal (expWave k) (expWave (-k)) x = 1 ∧
      wronskian (expWave k) (expWave (-k)) x = -2 * k := by
  have sol : ∀ q : ℝ, q ^ 2 = k ^ 2 → SolvesOn (fun _ => k ^ 2) (expWave q) a b := by
    intro q hq x _
    have hd : deriv (expWave q) = fun t => q * expWave q t :=
      funext fun t => (hasDerivAt_expWave q t).deriv
    refine ⟨(hasDerivAt_expWave q x).differentiableAt.hasDerivAt, ?_⟩
    rw [hd]
    exact ((hasDerivAt_expWave q x).const_mul q).congr_deriv
      (by linear_combination expWave q x * hq)
  refine ⟨sol k rfl, sol (-k) (by ring), fun x => ?_⟩
  have e : expWave k x * expWave (-k) x = 1 := by
    unfold expWave
    rw [← Real.exp_add, show k * x + -k * x = 0 by ring, Real.exp_zero]
  refine ⟨e, ?_⟩
  unfold wronskian
  rw [(hasDerivAt_expWave k x).deriv, (hasDerivAt_expWave (-k) x).deriv]
  linear_combination (-2 * k) * e

end

end DiagonalGreenInversion
```

```lean
#print axioms DiagonalGreenInversion.potential_unique
-- 'DiagonalGreenInversion.potential_unique' depends on axioms: [propext, Classical.choice, Quot.sound]
#print axioms DiagonalGreenInversion.solves_of_first_order
-- 'DiagonalGreenInversion.solves_of_first_order' depends on axioms: [propext, Classical.choice, Quot.sound]
```
